# The mixed energy of a gapped finite Hamiltonian converges exponentially when the trial state overlaps the ground state

An imaginary-time projection can look converged when it is not. If the trial state ψ is mostly an excited state with only a small ground-state component, the energy can stay flat near the excited level for a long time before it falls. A flat curve alone therefore doesn't tell us how far the energy is from the ground level E0. An upper limit on that distance follows from the ground-state weight q of ψ, the gap D and an upper bound Emax on the spectrum:

0 ≤ E(t) − E0 ≤ (Emax − E0) ((1 − q)/q) exp(−Dt), for t ≥ 0.

Here ψ is normalised, q > 0, every other level lies at least D above E0, and no level exceeds Emax. The mixed energy is

E(t) = ⟨ψ|H exp(−tH)|ψ⟩ / ⟨ψ|exp(−tH)|ψ⟩.

This is the quantity behind the mixed estimator of diffusion Monte Carlo, treated here for a finite matrix and an exact propagator, without sampling noise, time-step error or a fixed-node constraint.

## Hamiltonian, propagator and populations

```lean
import Mathlib

open Matrix NormedSpace

namespace MixedEnergyProjection

noncomputable section

variable {n : Type*} [Fintype n] [DecidableEq n] {H : Matrix n n ℂ}
```

The finite type `n` labels the basis states, and `H` is a complex square matrix over them. Hermiticity enters later as the hypothesis `hH : H.IsHermitian`.

```lean
/-- The imaginary-time propagator `exp(-tH)`. -/
def propagator (H : Matrix n n ℂ) (t : ℝ) : Matrix n n ℂ :=
  NormedSpace.exp ((-(t : ℂ)) • H)
```

This is the full matrix exponential exp(−tH), not a short-time approximation. The time t is real and has units of inverse energy.

```lean
/-- The mixed energy: the real part of `⟨ψ|H exp(-tH)|ψ⟩` divided by the real part of
`⟨ψ|exp(-tH)|ψ⟩`. -/
def mixedEnergy (H : Matrix n n ℂ) (ψ : n → ℂ) (t : ℝ) : ℝ :=
  (star ψ ⬝ᵥ (H *ᵥ (propagator H t *ᵥ ψ))).re / (star ψ ⬝ᵥ (propagator H t *ᵥ ψ)).re
```

In Lean, `*ᵥ` applies a matrix to a vector and `star ψ ⬝ᵥ φ` is the inner product ⟨ψ|φ⟩. The definition takes real parts to obtain a real number; for Hermitian H nothing is lost, since both expectation values are real.

```lean
/-- The unitary matrix whose columns are the orthonormal eigenstates of `H`. -/
def eigenbasis (hH : H.IsHermitian) : Matrix n n ℂ := hH.eigenvectorUnitary
```

Call this matrix U. Its column i is the eigenstate φᵢ, with energy Eᵢ, written `hH.eigenvalues i`.

```lean
/-- The weight `|⟨φᵢ|ψ⟩|²` of the `i`-th eigenstate in `ψ`. -/
def population (hH : H.IsHermitian) (ψ : n → ℂ) (i : n) : ℝ :=
  ‖star (fun k => eigenbasis hH k i) ⬝ᵥ ψ‖ ^ 2
```

The population is pᵢ = |⟨φᵢ|ψ⟩|². For the ground level g, the two symbols of the bound are E0 = E_g and q = p_g.

```lean
/-- The operator that is diagonal in the eigenstates of `H`, with the values `f i`. -/
def spectralOp (hH : H.IsHermitian) (f : n → ℝ) : Matrix n n ℂ :=
  eigenbasis hH * diagonal (fun i => (f i : ℂ)) * (eigenbasis hH)ᴴ
```

This is the operator Σᵢ f(i) |φᵢ⟩⟨φᵢ|, written as U diag(f) U†.

## From operators to a weighted average

```lean
/-- The eigenstates are complete: `∑ᵢ |φᵢ⟩⟨φᵢ| = 1`. -/
theorem eigenbasis_complete (hH : H.IsHermitian) :
    eigenbasis hH * (eigenbasis hH)ᴴ = 1 :=
  Matrix.mem_unitaryGroup_iff.mp hH.eigenvectorUnitary.2
```

Completeness, UU† = 1, holds because U is unitary.

```lean
/-- Applying `H` to an operator diagonal in its eigenstates multiplies each value by the
energy of the level. -/
theorem hamiltonian_mul_spectralOp (hH : H.IsHermitian) (f : n → ℝ) :
    H * spectralOp hH f = spectralOp hH (fun i => hH.eigenvalues i * f i) := by
  -- the eigenvalue equation, column by column
  have h : H * eigenbasis hH
      = eigenbasis hH * diagonal (fun i => (hH.eigenvalues i : ℂ)) := by
    ext i j
    have h := congrFun (hH.mulVec_eigenvectorBasis j) i
    rw [Matrix.mul_diagonal]
    refine (show (H * eigenbasis hH) i j = _ from h).trans ?_
    change (hH.eigenvalues j : ℝ) • (eigenbasis hH i j) = _
    rw [Complex.real_smul, mul_comm]
  unfold spectralOp
  rw [← Matrix.mul_assoc, ← Matrix.mul_assoc, h, Matrix.mul_assoc (eigenbasis hH),
    Matrix.diagonal_mul_diagonal]
  simp only [Complex.ofReal_mul]
```

The eigenvalue equations for all columns together read HU = UΛ, with Λ = diag(Eᵢ). Hence

H U diag(f) U† = U Λ diag(f) U† = U diag(Eᵢ f(i)) U†.

The inner `h` is the equation HU = UΛ, checked entry by entry; the closing rewrite multiplies the two diagonal matrices.

```lean
/-- The propagator is diagonal in the eigenstates of `H`, with the values `exp(-t Eᵢ)`. -/
theorem propagator_eq (hH : H.IsHermitian) (t : ℝ) :
    propagator H t = spectralOp hH (fun i => Real.exp (-t * hH.eigenvalues i)) := by
  have hU := eigenbasis_complete hH
  have hinv : (eigenbasis hH)⁻¹ = (eigenbasis hH)ᴴ := Matrix.inv_eq_right_inv hU
  have hunit : IsUnit (eigenbasis hH) := ⟨⟨_, _, hU, mul_eq_one_comm.mp hU⟩, rfl⟩
  have hspec : H = spectralOp hH hH.eigenvalues := by
    have h := hamiltonian_mul_spectralOp hH (fun _ => 1)
    have h1 : spectralOp hH (fun _ => 1) = 1 := by
      simp [spectralOp, hU]
    rw [h1] at h
    simpa using h
  have harg : (-(t : ℂ)) • H = eigenbasis hH *
      diagonal (fun i => -(t : ℂ) * (hH.eigenvalues i : ℂ)) * (eigenbasis hH)⁻¹ := by
    have hd : diagonal (fun i => -(t : ℂ) * (hH.eigenvalues i : ℂ))
        = (-(t : ℂ)) • diagonal (fun i => (hH.eigenvalues i : ℂ)) :=
      Matrix.diagonal_smul (-(t : ℂ)) (fun i => (hH.eigenvalues i : ℂ))
    rw [hinv, hd, Matrix.mul_smul, Matrix.smul_mul]
    exact congrArg (fun A => (-(t : ℂ)) • A) hspec
  have hexp : NormedSpace.exp (fun i => -(t : ℂ) * (hH.eigenvalues i : ℂ))
      = fun i => ((Real.exp (-t * hH.eigenvalues i) : ℝ) : ℂ) := by
    funext i
    rw [Pi.coe_exp, ← Complex.exp_eq_exp_ℂ]
    simp
  unfold propagator
  rw [harg, Matrix.exp_conj _ _ hunit, Matrix.exp_diagonal, hexp, hinv]
  rfl
```

Setting f = 1 in the previous result gives H = UΛU†, which is `hspec`. Since U† = U⁻¹, every power of H has the same form, and the exponential series gives

exp(−tH) = U exp(−tΛ) U† = U diag(exp(−tEᵢ)) U†.

`Matrix.exp_conj` moves the exponential inside the change of basis, and `Matrix.exp_diagonal` reduces it to the diagonal entries.

```lean
/-- The expectation value of an operator diagonal in the eigenstates of `H` is the sum of
its values weighted by the populations. -/
theorem expectation_eq (hH : H.IsHermitian) (f : n → ℝ) (ψ : n → ℂ) :
    star ψ ⬝ᵥ (spectralOp hH f *ᵥ ψ) = ((∑ i, f i * population hH ψ i : ℝ) : ℂ) := by
  have hs : star ψ ᵥ* eigenbasis hH = star ((eigenbasis hH)ᴴ *ᵥ ψ) := by
    rw [Matrix.star_mulVec, Matrix.conjTranspose_conjTranspose]
  have hp : ∀ i, population hH ψ i = ‖((eigenbasis hH)ᴴ *ᵥ ψ) i‖ ^ 2 := fun _ => rfl
  unfold spectralOp
  rw [← Matrix.mulVec_mulVec, ← Matrix.mulVec_mulVec, Matrix.dotProduct_mulVec, hs]
  simp only [dotProduct, Matrix.mulVec_diagonal, Pi.star_apply, hp]
  push_cast
  refine Finset.sum_congr rfl fun i _ => ?_
  rw [← Complex.conj_mul', starRingEnd_apply]
  ring
```

Put c = U†ψ, so that cᵢ = ⟨φᵢ|ψ⟩. Then

⟨ψ|U diag(f) U†|ψ⟩ = Σᵢ f(i) cᵢ* cᵢ = Σᵢ f(i) pᵢ.

The proof moves U onto the left-hand vector and compares the sums term by term.

```lean
/-- For a normalised state the populations of all levels other than `g` add up to one minus
the population of `g`. -/
theorem excited_population (hH : H.IsHermitian) {ψ : n → ℂ} (hψ : star ψ ⬝ᵥ ψ = 1) (g : n) :
    ∑ i ∈ Finset.univ.erase g, population hH ψ i = 1 - population hH ψ g := by
  have h := expectation_eq hH (fun _ => 1) ψ
  have h1 : spectralOp hH (fun _ => 1) = 1 := by
    simp [spectralOp, eigenbasis_complete hH]
  rw [h1, Matrix.one_mulVec, hψ] at h
  have h2 : (1 : ℝ) = ∑ i, 1 * population hH ψ i := by exact_mod_cast h
  simp only [one_mul] at h2
  have h3 := Finset.add_sum_erase Finset.univ (population hH ψ) (Finset.mem_univ g)
  linarith
```

With f = 1, normalisation becomes Σᵢ pᵢ = 1. Removing the term g leaves 1 − q. The expression `Finset.univ.erase g` means all indices except g.

```lean
/-- The mixed energy measured from a populated level `g` is the average of the energy
differences `Eᵢ - E_g` with weights `exp(-t(Eᵢ - E_g)) |⟨φᵢ|ψ⟩|²`. -/
theorem mixedEnergy_sub (hH : H.IsHermitian) {ψ : n → ℂ} {g : n}
    (hq : 0 < population hH ψ g) (t : ℝ) :
    mixedEnergy H ψ t - hH.eigenvalues g =
      (∑ i, (hH.eigenvalues i - hH.eigenvalues g) *
        (Real.exp (-t * (hH.eigenvalues i - hH.eigenvalues g)) * population hH ψ i)) /
      ∑ i, Real.exp (-t * (hH.eigenvalues i - hH.eigenvalues g)) * population hH ψ i := by
  set e := hH.eigenvalues with he
  set p := population hH ψ with hp
  have hp0 : ∀ i, 0 ≤ p i := fun i => sq_nonneg _
  have hA : 0 < ∑ i, Real.exp (-t * (e i - e g)) * p i :=
    Finset.sum_pos' (fun i _ => mul_nonneg (Real.exp_pos _).le (hp0 i))
      ⟨g, Finset.mem_univ g, mul_pos (Real.exp_pos _) hq⟩
  -- the common factor exp(-t E_g) cancels in the ratio
  have hx : ∀ i, Real.exp (-t * e i)
      = Real.exp (-t * e g) * Real.exp (-t * (e i - e g)) := by
    intro i
    rw [← Real.exp_add]
    congr 1
    ring
  have hZ : ∑ i, Real.exp (-t * e i) * p i
      = Real.exp (-t * e g) * ∑ i, Real.exp (-t * (e i - e g)) * p i := by
    rw [Finset.mul_sum]
    refine Finset.sum_congr rfl fun i _ => ?_
    rw [hx i]
    ring
  have hN : ∑ i, e i * Real.exp (-t * e i) * p i
      = Real.exp (-t * e g) * (∑ i, (e i - e g) * (Real.exp (-t * (e i - e g)) * p i)
        + e g * ∑ i, Real.exp (-t * (e i - e g)) * p i) := by
    rw [Finset.mul_sum, ← Finset.sum_add_distrib, Finset.mul_sum]
    refine Finset.sum_congr rfl fun i _ => ?_
    rw [hx i]
    ring
  unfold mixedEnergy
  rw [Matrix.mulVec_mulVec, propagator_eq hH, hamiltonian_mul_spectralOp, expectation_eq,
    expectation_eq, Complex.ofReal_re, Complex.ofReal_re, hN, hZ,
    mul_div_mul_left _ _ (Real.exp_pos _).ne', add_div, mul_div_cancel_right₀ _ hA.ne']
  ring
```

The earlier results turn the mixed energy into

E(t) = Σᵢ Eᵢ exp(−tEᵢ) pᵢ / Σᵢ exp(−tEᵢ) pᵢ.

Write ωᵢ = Eᵢ − E_g and factor exp(−tEᵢ) = exp(−tE_g) exp(−tωᵢ). The common factor cancels, and subtracting E_g gives

E(t) − E_g = Σᵢ ωᵢ exp(−tωᵢ) pᵢ / Σᵢ exp(−tωᵢ) pᵢ.

The denominator is positive because its term g equals q > 0 and no other term is negative; this is `hA`. The steps `hZ` and `hN` factor the denominator and the numerator. Neither normalisation nor an ordering of the levels is needed yet.

## Bounding the excited contribution

```lean
/-- Let `ψ` be normalised with weight `q > 0` in the level `g`, of energy `E0`, and let `t ≥ 0`. If
every other level lies at least `D ≥ 0` above `E0` and no level exceeds `Emax`, the mixed energy
minus `E0` is nonnegative and at most `(Emax - E0)(1-q)exp(-Dt) / (q + (1-q)exp(-Dt))`. -/
theorem mixedEnergy_sharp_bound (hH : H.IsHermitian) {ψ : n → ℂ} (hψ : star ψ ⬝ᵥ ψ = 1)
    {g : n} {D Emax t : ℝ} (hD : 0 ≤ D)
    (hgap : ∀ i, i ≠ g → hH.eigenvalues g + D ≤ hH.eigenvalues i)
    (hmax : ∀ i, hH.eigenvalues i ≤ Emax) (hq : 0 < population hH ψ g) (ht : 0 ≤ t) :
    0 ≤ mixedEnergy H ψ t - hH.eigenvalues g ∧
    mixedEnergy H ψ t - hH.eigenvalues g ≤
      (Emax - hH.eigenvalues g) * ((1 - population hH ψ g) * Real.exp (-(D * t))) /
        (population hH ψ g + (1 - population hH ψ g) * Real.exp (-(D * t))) := by
  rw [mixedEnergy_sub hH hq t, ← excited_population hH hψ g]
  have hp0 : ∀ i, 0 ≤ population hH ψ i := fun i => sq_nonneg _
  -- separate the ground level from the excited ones
  rw [← Finset.add_sum_erase Finset.univ _ (Finset.mem_univ g),
    ← Finset.add_sum_erase Finset.univ (fun i => Real.exp
      (-t * (hH.eigenvalues i - hH.eigenvalues g)) * population hH ψ i) (Finset.mem_univ g)]
  simp only [sub_self, mul_zero, zero_mul, Real.exp_zero, one_mul, zero_add]
  set q := population hH ψ g
  set S := ∑ i ∈ Finset.univ.erase g,
    Real.exp (-t * (hH.eigenvalues i - hH.eigenvalues g)) * population hH ψ i with hS
  set B := ∑ i ∈ Finset.univ.erase g, (hH.eigenvalues i - hH.eigenvalues g) *
    (Real.exp (-t * (hH.eigenvalues i - hH.eigenvalues g)) * population hH ψ i) with hB
  set y := (∑ i ∈ Finset.univ.erase g, population hH ψ i) * Real.exp (-(D * t)) with hy
  have hS0 : 0 ≤ S := Finset.sum_nonneg fun i _ => mul_nonneg (Real.exp_pos _).le (hp0 i)
  have hB0 : 0 ≤ B := Finset.sum_nonneg fun i hi => mul_nonneg
    (by linarith [hgap i (Finset.ne_of_mem_erase hi)]) (mul_nonneg (Real.exp_pos _).le (hp0 i))
  have hM : 0 ≤ Emax - hH.eigenvalues g := by linarith [hmax g]
  -- every excited population carries a factor of at most exp(-Dt)
  have hSy : S ≤ y := by
    rw [hS, hy, Finset.sum_mul]
    refine Finset.sum_le_sum fun i hi => ?_
    rw [mul_comm (population hH ψ i)]
    refine mul_le_mul_of_nonneg_right (Real.exp_le_exp.mpr ?_) (hp0 i)
    nlinarith [hgap i (Finset.ne_of_mem_erase hi)]
  have hBS : B ≤ (Emax - hH.eigenvalues g) * S := by
    rw [hB, hS, Finset.mul_sum]
    exact Finset.sum_le_sum fun i _ => mul_le_mul_of_nonneg_right
      (by linarith [hmax i]) (mul_nonneg (Real.exp_pos _).le (hp0 i))
  refine ⟨div_nonneg hB0 (by linarith), ?_⟩
  rw [div_le_div_iff₀ (by linarith) (by linarith)]
  have h1 := mul_le_mul_of_nonneg_right hBS (show 0 ≤ q + y by linarith)
  have h2 := mul_nonneg (mul_nonneg hM hq.le) (sub_nonneg.mpr hSy)
  nlinarith [h1, h2]
```

The hypothesis `hgap` says that every other level is at least D above level g. With D ≥ 0 this makes g a lowest level, and with D > 0 it is nondegenerate. D may be any lower bound on the gap, and Emax any upper bound on the spectrum.

Separate the ground term, which contributes nothing to the numerator and q to the denominator. With sums over i ≠ g, define

S = Σ exp(−tωᵢ) pᵢ, B = Σ ωᵢ exp(−tωᵢ) pᵢ, y = (1 − q) exp(−Dt), M = Emax − E_g.

Then E(t) − E_g = B/(q + S), which is nonnegative because every ωᵢ is. From ωᵢ ≥ D and t ≥ 0 follows S ≤ y (`hSy`); from ωᵢ ≤ M follows B ≤ MS (`hBS`). Therefore

B(q + y) ≤ MS(q + y) = MqS + MSy ≤ Mqy + MSy = My(q + S).

Dividing by the positive factors gives the sharper bound

E(t) − E_g ≤ My/(q + y).

In Lean, `div_le_div_iff₀` clears the denominators, and `h1` and `h2` supply the two inequalities in the chain.

```lean
/-- Let `ψ` be normalised with weight `q > 0` in the level `g`, of energy `E0`, and let `t ≥ 0`. If
every other level lies at least `D ≥ 0` above `E0` and no level exceeds `Emax`, the mixed energy
minus `E0` is nonnegative and at most `(Emax - E0)((1-q)/q)exp(-Dt)`. -/
theorem mixedEnergy_bound (hH : H.IsHermitian) {ψ : n → ℂ} (hψ : star ψ ⬝ᵥ ψ = 1)
    {g : n} {D Emax t : ℝ} (hD : 0 ≤ D)
    (hgap : ∀ i, i ≠ g → hH.eigenvalues g + D ≤ hH.eigenvalues i)
    (hmax : ∀ i, hH.eigenvalues i ≤ Emax) (hq : 0 < population hH ψ g) (ht : 0 ≤ t) :
    0 ≤ mixedEnergy H ψ t - hH.eigenvalues g ∧
    mixedEnergy H ψ t - hH.eigenvalues g ≤ (Emax - hH.eigenvalues g) *
      ((1 - population hH ψ g) / population hH ψ g) * Real.exp (-(D * t)) := by
  obtain ⟨h0, h1⟩ := mixedEnergy_sharp_bound hH hψ hD hgap hmax hq ht
  refine ⟨h0, h1.trans ?_⟩
  have hr : 0 ≤ 1 - population hH ψ g := by
    rw [← excited_population hH hψ g]
    exact Finset.sum_nonneg fun i _ => sq_nonneg _
  have hy := mul_nonneg hr (Real.exp_pos (-(D * t))).le
  have hM : 0 ≤ Emax - hH.eigenvalues g := by linarith [hmax g]
  -- drop the excited part of the denominator
  refine (div_le_div_of_nonneg_left (mul_nonneg hM hy) hq (by linarith)).trans (le_of_eq ?_)
  ring
```

Since y ≥ 0, replacing q + y by q can only enlarge the fraction:

My/(q + y) ≤ My/q = M ((1 − q)/q) exp(−Dt).

This is the bound stated at the start. For a one-state system there are no excited levels, so q = 1 and both sides vanish.

```lean
/-- For a normalised state with weight `q > 0` in the level `g`, if all other levels lie exactly `D`
above `g`, the mixed energy minus the energy of `g` equals `D(1-q)exp(-Dt) / (q + (1-q)exp(-Dt))`.
-/
theorem mixedEnergy_two_level (hH : H.IsHermitian) {ψ : n → ℂ} (hψ : star ψ ⬝ᵥ ψ = 1)
    {g : n} {D : ℝ} (hlev : ∀ i, i ≠ g → hH.eigenvalues i = hH.eigenvalues g + D)
    (hq : 0 < population hH ψ g) (t : ℝ) :
    mixedEnergy H ψ t - hH.eigenvalues g =
      D * ((1 - population hH ψ g) * Real.exp (-(D * t))) /
        (population hH ψ g + (1 - population hH ψ g) * Real.exp (-(D * t))) := by
  rw [mixedEnergy_sub hH hq t, ← excited_population hH hψ g,
    ← Finset.add_sum_erase Finset.univ _ (Finset.mem_univ g),
    ← Finset.add_sum_erase Finset.univ (fun i => Real.exp
      (-t * (hH.eigenvalues i - hH.eigenvalues g)) * population hH ψ i) (Finset.mem_univ g)]
  simp only [sub_self, mul_zero, zero_mul, Real.exp_zero, one_mul, zero_add]
  have hd : ∀ i ∈ Finset.univ.erase g, hH.eigenvalues i - hH.eigenvalues g = D :=
    fun i hi => by rw [hlev i (Finset.ne_of_mem_erase hi)]; ring
  have hx : -t * D = -(D * t) := by ring
  congr 1
  · rw [Finset.sum_mul, Finset.mul_sum]
    refine Finset.sum_congr rfl fun i hi => ?_
    rw [hd i hi, hx]
    ring
  · rw [Finset.sum_mul]
    congr 1
    refine Finset.sum_congr rfl fun i hi => ?_
    rw [hd i hi, hx]
    ring
```

If all excited levels coincide at E_g + D, every ωᵢ with i ≠ g equals D. The sums become S = y and B = Dy, so

E(t) − E_g = Dy/(q + y).

This is the sharper bound with Emax = E_g + D, now attained. A two-state system is the simplest example. At t = 0 the excess is D(1 − q), the ordinary variational error of ψ.

```lean
/-- Let `ψ` be normalised with weight `q > 0` in the level `g`, of energy `E0`, let every other
level lie at least `D > 0` above `E0`, let no level exceed `Emax`, and let `ε > 0`. If `t ≥ 0` is at
least `log((Emax - E0)(1-q)/(qε)) / D`, the mixed energy minus `E0` is at most `ε`. -/
theorem projection_time (hH : H.IsHermitian) {ψ : n → ℂ} (hψ : star ψ ⬝ᵥ ψ = 1)
    {g : n} {D Emax t ε : ℝ} (hD : 0 < D) (hε : 0 < ε)
    (hgap : ∀ i, i ≠ g → hH.eigenvalues g + D ≤ hH.eigenvalues i)
    (hmax : ∀ i, hH.eigenvalues i ≤ Emax) (hq : 0 < population hH ψ g) (ht : 0 ≤ t)
    (htime : Real.log ((Emax - hH.eigenvalues g) * (1 - population hH ψ g) /
      (population hH ψ g * ε)) / D ≤ t) :
    mixedEnergy H ψ t - hH.eigenvalues g ≤ ε := by
  refine (mixedEnergy_bound hH hψ hD.le hgap hmax hq ht).2.trans ?_
  rw [div_le_iff₀ hD, mul_comm t D] at htime
  have h := (Real.le_exp_log _).trans (Real.exp_le_exp.mpr htime)
  rw [div_le_iff₀ (mul_pos hq hε)] at h
  rw [Real.exp_neg, ← div_eq_mul_inv, div_le_iff₀ (Real.exp_pos _), ← mul_div_assoc,
    div_le_iff₀ hq]
  linarith

end

end MixedEnergyProjection
```

To reach a prescribed error ε > 0 with D > 0, require M((1 − q)/q) exp(−Dt) ≤ ε. When q < 1 and M > 0, solving for t gives

t ≥ (1/D) log(M(1 − q)/(qε)).

The theorem takes this condition as `htime`, together with t ≥ 0, and concludes E(t) − E_g ≤ ε. The proof exponentiates the condition and inserts it into the previous bound. This time is sufficient, not necessarily minimal. It grows only logarithmically as q or ε shrinks, and as 1/D when D shrinks with the logarithm held fixed. The growth as 1/D belongs to the bound and need not be the true cost: if all excited levels lie exactly D above the ground level, the excess never exceeds D, so an error ε ≥ D is already met at t = 0.

```lean
#print axioms MixedEnergyProjection.mixedEnergy_two_level
#print axioms MixedEnergyProjection.projection_time
```

```
'MixedEnergyProjection.mixedEnergy_two_level' depends on axioms: [propext, Classical.choice, Quot.sound]
'MixedEnergyProjection.projection_time' depends on axioms: [propext, Classical.choice, Quot.sound]
```
